# For Two Electrons in One Real Orbital, the Initial Energy Slope under Rotation Is Four Times a Fock Matrix Element

Q: An orbital here is a list of real coefficients in a finite orthonormal basis, and the integrals are given arrays of numbers. Where have the Gaussians gone?

A: Into the arrays. The orbital is \(\sum_p c_p\chi_p\), with real basis functions \(\chi_p\) labelled by the finite type `n`. Gaussians overlap, so to fit this setting their integrals are first transformed to orthonormal combinations. After that, the overlap of two orbitals is the dot product `⬝ᵥ`.

```lean
import Mathlib

open Matrix

namespace ClosedShellOrbitalRotation

noncomputable section

variable {n : Type*} [Fintype n]
```

Q: Arbitrary numbers are not Coulomb integrals.

A: The theorems need only symmetry. The one-electron matrix \(h\) is symmetric (`h.IsSymm`), and \(g_{pqrs}=(pq|rs)\) is unchanged by swapping \(p,q\) or by exchanging the pairs. Applying `pair`, `bra`, `pair` gives the swap of \(r,s\). For real functions, \(h\) is symmetric when the one-electron Hamiltonian is real and Hermitian, and \(g\) has its symmetries because \(\chi_p\chi_q=\chi_q\chi_p\) and the repulsion treats both electrons alike. The sign of the repulsion and its \(1/r\) form are never used.

```lean
/-- Permutation symmetry of real two-electron integrals `(pq|rs)`: the two generators of the
eightfold symmetry group. -/
structure Eightfold (g : n → n → n → n → ℝ) : Prop where
  bra : ∀ p q r s, g p q r s = g q p r s
  pair : ∀ p q r s, g p q r s = g r s p q
```

Q: And the energy?

A: For coefficient vectors \(a,b,c,d\), define

\[
h(a,b)=\sum_{pq}h_{pq}a_pb_q,\qquad (ab|cd)=\sum_{pqrs}g_{pqrs}a_pb_qc_rd_s .
\]

```lean
/-- The one-electron integral between orbitals with coefficients `a` and `b`. -/
def oneInt (h : Matrix n n ℝ) (a b : n → ℝ) : ℝ :=
  ∑ p, ∑ q, h p q * a p * b q

/-- The two-electron integral `(ab|cd)` over orbitals with the given coefficients. -/
def twoInt (g : n → n → n → n → ℝ) (a b c d : n → ℝ) : ℝ :=
  ∑ p, ∑ q, ∑ r, ∑ s, g p q r s * a p * b q * c r * d s
```

Two electrons of opposite spin in \(c\) each contribute \(h(c,c)\), and they repel once: \(E(c)=2h(c,c)+(cc|cc)\). For normalized \(c\) this is the closed-shell determinant's energy, without the constant nuclear repulsion.

```lean
/-- For normalized `c`, the energy of two electrons of opposite spin in the orbital `c`, without
nuclear repulsion. -/
def energy (h : Matrix n n ℝ) (g : n → n → n → n → ℝ) (c : n → ℝ) : ℝ :=
  2 * oneInt h c c + twoInt g c c c c
```

Q: Your Fock matrix has no exchange term.

A: It is \(F=h+J\), where \(J_{pq}=\sum_{rs}g_{pqrs}u_ru_s\). The usual closed-shell matrix is \(h+2J-K\), with \(K_{pq}=\sum_{rs}g_{prqs}u_ru_s\). With one occupied orbital, \(Ku=Ju\), so both matrices give the same vector when applied to \(u\), and the theorems on slope and stationarity use only that vector. Their virtual orbital energies may differ.

```lean
/-- The matrix `h + J`, where `J` is the Coulomb matrix of the orbital `u`. -/
def fock (h : Matrix n n ℝ) (g : n → n → n → n → ℝ) (u : n → ℝ) : Matrix n n ℝ :=
  Matrix.of fun p q => h p q + ∑ r, ∑ s, g p q r s * u r * u s
```

The rotation is \(c(t)=\cos t\,u+\sin t\,v\). It preserves normalization when \(u,v\) are orthonormal, though the slope formula holds for any \(u,v\).

```lean
/-- The orbital `u` rotated towards `v` by the angle `t`. -/
def rotated (u v : n → ℝ) (t : ℝ) : n → ℝ :=
  Real.cos t • u + Real.sin t • v
```

Q: Can you show me an interaction that meets the symmetry conditions?

A: A contact repulsion on a grid does: \(g_{pqrs}=\sum_x\varphi_p(x)\varphi_q(x)\varphi_r(x)\varphi_s(x)\). Reordering the factors proves both conditions.

```lean
omit [Fintype n] in
/-- A contact interaction between real orbitals `φ` on a finite grid has integrals with
eightfold symmetry. -/
theorem eightfold_witness {m : Type*} [Fintype m] (φ : n → m → ℝ) :
    Eightfold (fun p q r s => ∑ x, φ p x * φ q x * φ r x * φ s x) where
  bra _ _ _ _ := Finset.sum_congr rfl fun _ _ => by ring
  pair _ _ _ _ := Finset.sum_congr rfl fun _ _ => by ring
```

Q: Then derive the slope without skipping steps.

A: First, renaming summed indices carries the symmetries of \(g\) over to arbitrary orbitals: \((ab|cd)=(ba|cd)=(cd|ab)\). In Lean, `Finset.sum_comm` reorders the sums before `hg.bra` or `hg.pair` is applied.

```lean
/-- Integrals over arbitrary orbitals inherit the symmetries `(ab|cd) = (ba|cd)` and
`(ab|cd) = (cd|ab)`. -/
theorem twoInt_symm {g : n → n → n → n → ℝ} (hg : Eightfold g) (a b c d : n → ℝ) :
    twoInt g a b c d = twoInt g b a c d ∧ twoInt g a b c d = twoInt g c d a b := by
  constructor
  · refine Finset.sum_comm.trans ?_
    refine Finset.sum_congr rfl fun p _ => Finset.sum_congr rfl fun q _ =>
      Finset.sum_congr rfl fun r _ => Finset.sum_congr rfl fun s _ => ?_
    rw [hg.bra q p r s]
    ring
  · -- move the sums over the second pair to the front
    refine (Finset.sum_congr rfl fun p _ => Finset.sum_comm).trans ?_
    refine Finset.sum_comm.trans ?_
    refine (Finset.sum_congr rfl fun r _ => Finset.sum_congr rfl fun p _ =>
      Finset.sum_comm).trans ?_
    refine (Finset.sum_congr rfl fun r _ => Finset.sum_comm).trans ?_
    refine Finset.sum_congr rfl fun r _ => Finset.sum_congr rfl fun s _ =>
      Finset.sum_congr rfl fun p _ => Finset.sum_congr rfl fun q _ => ?_
    rw [hg.pair p q r s]
    ring
```

Second, inserting the definition of \(F\) gives \(v\cdot Fw=h(v,w)+(vw|uu)\).

```lean
/-- The element of the matrix `fock h g u` between `v` and `w` is the one-electron integral `h(v,w)`
plus the two-electron integral `(vw|uu)`. -/
theorem dot_fock (h : Matrix n n ℝ) (g : n → n → n → n → ℝ) (u v w : n → ℝ) :
    v ⬝ᵥ fock h g u *ᵥ w = oneInt h v w + twoInt g v w u u := by
  simp only [dotProduct, Matrix.mulVec, fock, Matrix.of_apply, oneInt, twoInt, add_mul,
    Finset.sum_mul, Finset.sum_add_distrib, mul_add, Finset.mul_sum]
  refine congrArg₂ (· + ·) ?_ ?_
  · exact Finset.sum_congr rfl fun p _ => Finset.sum_congr rfl fun q _ => by ring
  · exact Finset.sum_congr rfl fun p _ => Finset.sum_congr rfl fun q _ =>
      Finset.sum_congr rfl fun r _ => Finset.sum_congr rfl fun s _ => by ring
```

Third, expand the energy. Write \(C=\cos t\), \(S=\sin t\). Each of the four slots in \((cc|cc)\) takes \(u\) or \(v\). One \(v\) gives four equal terms \((vu|uu)\). Two give \((vv|uu)\) twice and \((vu|vu)\) four times. Three give \((vv|vu)\) four times. Hence

\[
\begin{aligned}
E(c(t))={}&2\left[C^2h(u,u)+2CS\,h(v,u)+S^2h(v,v)\right]\\
&+C^4(uu|uu)+4C^3S(vu|uu)\\
&+C^2S^2\left[2(vv|uu)+4(vu|vu)\right]\\
&+4CS^3(vv|vu)+S^4(vv|vv).
\end{aligned}
\]

The proof establishes linearity in the first slot (`k1`, `l1`) and transfers it to the others by symmetry. The equalities `e1` to `e10` identify the repeated integrals, and `ring` collects them.

```lean
/-- The exact energy along an orbital rotation, as a polynomial in the cosine and sine of the
angle. -/
theorem energy_rotated {h : Matrix n n ℝ} {g : n → n → n → n → ℝ} (hh : h.IsSymm)
    (hg : Eightfold g) (u v : n → ℝ) (t : ℝ) :
    energy h g (rotated u v t) =
      2 * (Real.cos t ^ 2 * oneInt h u u + 2 * Real.cos t * Real.sin t * oneInt h v u
        + Real.sin t ^ 2 * oneInt h v v)
      + Real.cos t ^ 4 * twoInt g u u u u + 4 * Real.cos t ^ 3 * Real.sin t * twoInt g v u u u
      + Real.cos t ^ 2 * Real.sin t ^ 2 * (2 * twoInt g v v u u + 4 * twoInt g v u v u)
      + 4 * Real.cos t * Real.sin t ^ 3 * twoInt g v v v u
      + Real.sin t ^ 4 * twoInt g v v v v := by
  have B := fun a b c d => (twoInt_symm hg a b c d).1
  have P := fun a b c d => (twoInt_symm hg a b c d).2
  have S : ∀ a b, oneInt h a b = oneInt h b a := fun a b => by
    refine Finset.sum_comm.trans ?_
    refine Finset.sum_congr rfl fun p _ => Finset.sum_congr rfl fun q _ => ?_
    rw [hh.apply p q]
    ring
  -- linearity in the first slot; the symmetries carry it to the others
  have k1 : ∀ (x y : ℝ) (a b c : n → ℝ),
      oneInt h (x • a + y • b) c = x * oneInt h a c + y * oneInt h b c := fun x y a b c => by
    simp only [oneInt, Pi.add_apply, Pi.smul_apply, smul_eq_mul, Finset.mul_sum,
      ← Finset.sum_add_distrib]
    exact Finset.sum_congr rfl fun p _ => Finset.sum_congr rfl fun q _ => by ring
  have k2 : ∀ (x y : ℝ) (a b c : n → ℝ),
      oneInt h c (x • a + y • b) = x * oneInt h c a + y * oneInt h c b := fun x y a b c => by
    rw [S c (x • a + y • b), k1, S a c, S b c]
  have l1 : ∀ (x y : ℝ) (a b c d e : n → ℝ), twoInt g (x • a + y • b) c d e =
      x * twoInt g a c d e + y * twoInt g b c d e := fun x y a b c d e => by
    simp only [twoInt, Pi.add_apply, Pi.smul_apply, smul_eq_mul, Finset.mul_sum,
      ← Finset.sum_add_distrib]
    exact Finset.sum_congr rfl fun p _ => Finset.sum_congr rfl fun q _ =>
      Finset.sum_congr rfl fun r _ => Finset.sum_congr rfl fun s _ => by ring
  have l2 : ∀ (x y : ℝ) (a b c d e : n → ℝ), twoInt g c (x • a + y • b) d e =
      x * twoInt g c a d e + y * twoInt g c b d e := fun x y a b c d e => by
    rw [B c (x • a + y • b) d e, l1, B c a d e, B c b d e]
  have l3 : ∀ (x y : ℝ) (a b c d e : n → ℝ), twoInt g c d (x • a + y • b) e =
      x * twoInt g c d a e + y * twoInt g c d b e := fun x y a b c d e => by
    rw [P c d (x • a + y • b) e, l1, P c d a e, P c d b e]
  have l4 : ∀ (x y : ℝ) (a b c d e : n → ℝ), twoInt g c d e (x • a + y • b) =
      x * twoInt g c d e a + y * twoInt g c d e b := fun x y a b c d e => by
    rw [P c d e (x • a + y • b), l2, P c d e a, P c d e b]
  -- bring the mixed integrals to a common form
  have e1 := B u v u u
  have e2 := P u u v u
  have e3 := (P u u u v).trans e1
  have e4 := P u u v v
  have e5 := B u v v u
  have e6 := (P v u u v).trans e5
  have e7 := (B u v u v).trans e6
  have e8 := P v u v v
  have e9 := (B u v v v).trans e8
  have e10 := (P v v u v).trans e9
  simp only [energy, rotated, k1, k2, l1, l2, l3, l4]
  rw [S u v, e1, e2, e3, e4, e5, e6, e7, e8, e9, e10]
  ring
```

Fourth, differentiate at \(t=0\). The slopes of \(C^2\) and \(C^4\) vanish there, as do those of all terms containing \(S^2\) or a higher power. Those of \(CS\) and \(C^3S\) equal one. Therefore

\[
\left.\frac{dE}{dt}\right|_0=4h(v,u)+4(vu|uu)=4\,v\cdot Fu .
\]

`HasDerivAt` states exactly this, with the point \(0\) as its last argument. The proof assembles `key` from product rules, then matches its slope using `dot_fock` and its function using `energy_rotated`.

```lean
/-- The energy slope at the start of a rotation of `u` towards `v` is four times the Fock matrix
element between `v` and `u`. -/
theorem hasDerivAt_energy {h : Matrix n n ℝ} {g : n → n → n → n → ℝ} (hh : h.IsSymm)
    (hg : Eightfold g) (u v : n → ℝ) :
    HasDerivAt (fun t => energy h g (rotated u v t)) (4 * (v ⬝ᵥ fock h g u *ᵥ u)) 0 := by
  have hc := Real.hasDerivAt_cos 0
  have hs := Real.hasDerivAt_sin 0
  have cc := hc.fun_mul hc
  have cs := hc.fun_mul hs
  have ss := hs.fun_mul hs
  have key := ((((((cc.mul_const (2 * oneInt h u u)).fun_add
    (cs.mul_const (4 * oneInt h v u))).fun_add
    (ss.mul_const (2 * oneInt h v v))).fun_add
    ((cc.fun_mul cc).mul_const (twoInt g u u u u))).fun_add
    ((cc.fun_mul cs).mul_const (4 * twoInt g v u u u))).fun_add
    ((cc.fun_mul ss).mul_const (2 * twoInt g v v u u + 4 * twoInt g v u v u))).fun_add
    (((cs.fun_mul ss).mul_const (4 * twoInt g v v v u)).fun_add
    ((ss.fun_mul ss).mul_const (twoInt g v v v v)))
  refine (key.congr_deriv ?_).congr_of_eventuallyEq (Filter.Eventually.of_forall fun t => ?_)
  · rw [dot_fock]
    simp only [Real.cos_zero, Real.sin_zero]
    ring
  · simp only [energy_rotated hh hg]
    ring
```

Q: What fails if \(h\) is not symmetric?

A: Take two basis functions, \(g=0\), and \(h_{12}=1\) as the only nonzero entry. With \(u=(1,0)\) and \(v=(0,1)\), the energy is \(2\cos t\sin t\), whose slope at zero is 2. But \(Fu=0\), so the formula would give 0. The orbital even satisfies \(Fu=0\cdot u\) without being stationary.

Q: With symmetry restored, why does stationarity give an eigenvalue equation?

A: Let \(u\) be normalized, put \(x=Fu\), and subtract the part along \(u\): \(w=x-(u\cdot x)u\). Then \(u\cdot w=0\), so \(w\cdot w=w\cdot x\). If \(w\ne0\), the unit vector \(v=w/|w|\) is orthogonal to \(u\), yet \(v\cdot x=|w|>0\). So if \(v\cdot x=0\) for every such \(v\), then \(w=0\) and \(x=(u\cdot x)u\). The Lean proof makes the same contradiction, with `s` as \(|w|\).

```lean
/-- A vector orthogonal to every unit vector orthogonal to the unit vector `u` is a multiple
of `u`. -/
theorem eq_smul_of_orthogonal {u x : n → ℝ} (hu : u ⬝ᵥ u = 1)
    (H : ∀ v : n → ℝ, v ⬝ᵥ v = 1 → u ⬝ᵥ v = 0 → v ⬝ᵥ x = 0) : x = (u ⬝ᵥ x) • u := by
  by_contra hne
  obtain ⟨w, hw⟩ : ∃ w, w = x - (u ⬝ᵥ x) • u := ⟨_, rfl⟩
  have hw0 : w ≠ 0 := fun h0 => hne (sub_eq_zero.1 (hw.symm.trans h0))
  have hnn : 0 ≤ w ⬝ᵥ w := Finset.sum_nonneg fun i _ => mul_self_nonneg (w i)
  have hpos : 0 < w ⬝ᵥ w :=
    lt_of_le_of_ne hnn fun h0 => hw0 (dotProduct_self_eq_zero.1 h0.symm)
  have huw : u ⬝ᵥ w = 0 := by
    rw [hw, dotProduct_sub, dotProduct_smul, hu, smul_eq_mul, mul_one, sub_self]
  have hwx : w ⬝ᵥ w = w ⬝ᵥ x := by
    have e : w ⬝ᵥ w = w ⬝ᵥ (x - (u ⬝ᵥ x) • u) := congrArg (fun y => w ⬝ᵥ y) hw
    rw [e, dotProduct_sub, dotProduct_smul, dotProduct_comm w u, huw, smul_zero, sub_zero]
  -- normalize the residual and test against it
  obtain ⟨s, hs, hss⟩ : ∃ s : ℝ, 0 < s ∧ s * s = w ⬝ᵥ w :=
    ⟨√(w ⬝ᵥ w), Real.sqrt_pos.2 hpos, Real.mul_self_sqrt hnn⟩
  have key := H (s⁻¹ • w)
    (by
      rw [smul_dotProduct, dotProduct_smul, smul_eq_mul, smul_eq_mul, ← hss]
      field_simp)
    (by rw [dotProduct_smul, huw, smul_zero])
  rw [smul_dotProduct, smul_eq_mul, ← hwx] at key
  exact (mul_pos (inv_pos.2 hs) hpos).ne' key
```

Stationarity means zero slope towards every normalized \(v\) orthogonal to \(u\). By the slope formula, \(v\cdot Fu=0\) for all of them, hence \(Fu=\varepsilon u\) for some real \(\varepsilon\). Conversely, \(Fu=\varepsilon u\) gives \(4v\cdot Fu=4\varepsilon\,v\cdot u=0\). In Lean, uniqueness of the derivative (`unique`) links the two slopes. For two electrons in a finite real basis, this is the restricted Hartree–Fock convergence condition: the occupied–virtual Fock elements vanish.

```lean
/-- The energy of a normalized orbital is stationary under rotation into every normalized
orthogonal orbital exactly when the orbital solves the closed-shell SCF equation. -/
theorem stationary_iff_scf {h : Matrix n n ℝ} {g : n → n → n → n → ℝ} (hh : h.IsSymm)
    (hg : Eightfold g) {u : n → ℝ} (hu : u ⬝ᵥ u = 1) :
    (∀ v : n → ℝ, v ⬝ᵥ v = 1 → u ⬝ᵥ v = 0 →
      HasDerivAt (fun t => energy h g (rotated u v t)) 0 0) ↔
    ∃ ε : ℝ, fock h g u *ᵥ u = ε • u := by
  constructor
  · intro H
    refine ⟨_, eq_smul_of_orthogonal hu fun v hv huv => ?_⟩
    have := (hasDerivAt_energy hh hg u v).unique (H v hv huv)
    linarith
  · rintro ⟨ε, hε⟩ v _ huv
    refine (hasDerivAt_energy hh hg u v).congr_deriv ?_
    rw [hε, dotProduct_smul, dotProduct_comm v u, huv, smul_zero, mul_zero]
```

Q: Is \(\varepsilon\) half the total energy, with nuclear repulsion still left out?

A: Not in general. Dotting the equation with \(u\) gives \(\varepsilon=h(u,u)+(uu|uu)\), so \(E(u)=2h(u,u)+(uu|uu)=h(u,u)+\varepsilon\). The proof is `dot_fock` followed by linear arithmetic.

```lean
/-- At a normalized solution of the SCF equation the total energy is the one-electron integral
of the orbital plus its orbital energy. -/
theorem energy_of_scf {h : Matrix n n ℝ} {g : n → n → n → n → ℝ} {u : n → ℝ} {ε : ℝ}
    (hu : u ⬝ᵥ u = 1) (hε : fock h g u *ᵥ u = ε • u) :
    energy h g u = oneInt h u u + ε := by
  have e := dot_fock h g u u u
  rw [hε, dotProduct_smul, hu, smul_eq_mul, mul_one] at e
  unfold energy
  linarith
```

Q: Does the lowest-energy orbital satisfy the equation?

A: Yes. Rotating a normalized minimizer \(u\) towards a normalized orthogonal \(v\) keeps the norm at one, because \(\cos^2t+\sin^2t=1\). The energy along the path therefore has a minimum at \(t=0\), its slope there is zero, and the equivalence applies. The converse can fail: if \(g=0\) and \(h\) has at least two distinct eigenvalues, every normalized eigenvector of \(h\) is a solution, but only those with the lowest eigenvalue minimize the energy.

```lean
/-- A normalized orbital of lowest energy solves the closed-shell SCF equation. -/
theorem scf_of_minimizer {h : Matrix n n ℝ} {g : n → n → n → n → ℝ} (hh : h.IsSymm)
    (hg : Eightfold g) {u : n → ℝ} (hu : u ⬝ᵥ u = 1)
    (hmin : ∀ c : n → ℝ, c ⬝ᵥ c = 1 → energy h g u ≤ energy h g c) :
    ∃ ε : ℝ, fock h g u *ᵥ u = ε • u := by
  refine (stationary_iff_scf hh hg hu).1 fun v hv huv => ?_
  have hvu : v ⬝ᵥ u = 0 := (dotProduct_comm v u).trans huv
  have h0 : rotated u v 0 = u := by simp [rotated]
  have hloc : IsLocalMin (fun t => energy h g (rotated u v t)) 0 := by
    refine Filter.Eventually.of_forall fun t => ?_
    simp only [h0]
    apply hmin
    -- the rotation preserves normalization
    simp only [rotated, add_dotProduct, dotProduct_add, smul_dotProduct, dotProduct_smul,
      smul_eq_mul, hu, hv, huv, hvu]
    linear_combination Real.sin_sq_add_cos_sq t
  have d := hasDerivAt_energy hh hg u v
  exact d.congr_deriv (hloc.hasDerivAt_eq_zero d)
```

Q: And does such a minimizer exist?

A: In every nonempty finite basis. The set \(c\cdot c=1\) is closed, and it is bounded because each \(|c_i|\le1\). It contains the basis vectors, so it is not empty. The energy is a polynomial in the coefficients, hence continuous, and attains its minimum on this compact set. `exists_isMinOn` supplies the orbital, and `scf_of_minimizer` its equation. This establishes existence, not convergence of an SCF iteration.

```lean
/-- In every nonempty finite basis there is a normalized orbital of lowest energy, and it solves
the closed-shell SCF equation. -/
theorem exists_scf_minimizer [Nonempty n] {h : Matrix n n ℝ} {g : n → n → n → n → ℝ}
    (hh : h.IsSymm) (hg : Eightfold g) :
    ∃ (u : n → ℝ) (ε : ℝ), u ⬝ᵥ u = 1 ∧ fock h g u *ᵥ u = ε • u ∧
      ∀ c : n → ℝ, c ⬝ᵥ c = 1 → energy h g u ≤ energy h g c := by
  classical
  -- the unit sphere is compact and the energy is continuous
  have hclosed : IsClosed {c : n → ℝ | c ⬝ᵥ c = 1} :=
    isClosed_eq (by simp only [dotProduct]; fun_prop) continuous_const
  have hbdd : Bornology.IsBounded {c : n → ℝ | c ⬝ᵥ c = 1} := by
    refine (Metric.isBounded_closedBall (x := (0 : n → ℝ)) (r := 1)).subset fun c hc => ?_
    have hc' : c ⬝ᵥ c = 1 := hc
    rw [mem_closedBall_zero_iff, pi_norm_le_iff_of_nonneg zero_le_one]
    intro i
    have hi : c i * c i ≤ c ⬝ᵥ c :=
      Finset.single_le_sum (f := fun j => c j * c j) (fun j _ => mul_self_nonneg (c j))
        (Finset.mem_univ i)
    rw [Real.norm_eq_abs]
    exact abs_le.2 ⟨by nlinarith, by nlinarith⟩
  have hne : {c : n → ℝ | c ⬝ᵥ c = 1}.Nonempty := by
    obtain ⟨i⟩ := ‹Nonempty n›
    refine ⟨Pi.single i 1, ?_⟩
    simp
  have hcont : Continuous (energy h g) := by
    unfold energy oneInt twoInt
    fun_prop
  obtain ⟨u, hu, hmin⟩ := (Metric.isCompact_of_isClosed_isBounded hclosed hbdd).exists_isMinOn
    hne hcont.continuousOn
  have hmin' : ∀ c : n → ℝ, c ⬝ᵥ c = 1 → energy h g u ≤ energy h g c := fun c hc => hmin hc
  obtain ⟨ε, hε⟩ := scf_of_minimizer hh hg hu hmin'
  exact ⟨u, ε, hu, hε, hmin'⟩

end

end ClosedShellOrbitalRotation
```

```lean
#print axioms ClosedShellOrbitalRotation.hasDerivAt_energy
#print axioms ClosedShellOrbitalRotation.energy_of_scf
#print axioms ClosedShellOrbitalRotation.exists_scf_minimizer
```

```
'ClosedShellOrbitalRotation.hasDerivAt_energy' depends on axioms: [propext, Classical.choice, Quot.sound]
'ClosedShellOrbitalRotation.energy_of_scf' depends on axioms: [propext, Classical.choice, Quot.sound]
'ClosedShellOrbitalRotation.exists_scf_minimizer' depends on axioms: [propext, Classical.choice, Quot.sound]
```
